# The average of x P_l P_k and exchange with a closed p subshell

For Legendre polynomials defined by Rodrigues' formula and all natural numbers l and k,

(1/2) ∫₋₁¹ x P_l P_k dx = (l+1)/((2l+1)(2l+3)) if k = l+1,

(1/2) ∫₋₁¹ x P_l P_k dx = l/((2l−1)(2l+1)) if k = l−1,

and the integral is zero otherwise. Since x = P_1, these numbers are the squared 3j symbols (l 1 k; 0 0 0)². They weight the multipoles in the exchange of an electron of angular momentum l with a closed p subshell, in the nonrelativistic central-field model.

## Derivation by integration by parts

Write ⟨f⟩ = (1/2) ∫₋₁¹ f dx, D = d/dx and w = x² − 1, so that P_l = D^l w^l/(2^l l!). The average of a derivative is a boundary term:

⟨Df⟩ = (f(1) − f(−1))/2.

For m < n, D^m w^n retains a factor w^(n−m) and vanishes at ±1. Integrating by parts n times therefore gives, for any polynomial q,

⟨q D^n w^n⟩ = (−1)^n ⟨(D^n q) w^n⟩.

To find ⟨w^k⟩, differentiate x w^(k+1), which vanishes at both ends, and use x² = w + 1:

D(x w^(k+1)) = (2k+3) w^(k+1) + 2(k+1) w^k.

The average of the left side is zero, so ⟨w^(k+1)⟩ = −2(k+1)/(2k+3) ⟨w^k⟩. Starting from ⟨1⟩ = 1,

⟨w^k⟩ = (−4)^k k!²/(2k+1)!.

If q has degree at most k and c is its coefficient of x^k, then D^k q = k! c, and

⟨q P_k⟩ = c 2^k k!²/(2k+1)!.

Take q = x P_l with k > l. Its degree is l+1, and its leading coefficient is that of P_l, namely (2l)!/(2^l l!²), because D^l x^(2l) = ((2l)!/l!) x^l. For k > l+1 we have c = 0. For k = l+1,

⟨x P_l P_(l+1)⟩ = 2(l+1)²/((2l+3)(2l+2)(2l+1)) = (l+1)/((2l+1)(2l+3)).

For k = l, P_l(−x) = (−1)^l P_l(x) makes x P_l² odd, so its average vanishes. For k < l, exchange the two labels; the surviving case l = k+1 gives l/((2l−1)(2l+1)).

## A p electron outside a closed p subshell

For l = 1 the weights can be integrated directly:

k = 0: (1/2) ∫₋₁¹ x² dx = 1/3,

k = 2: (1/2) ∫₋₁¹ x² (3x² − 1)/2 dx = 2/15.

In an atomic Hartree–Fock calculation, the exchange energy of the electron with the full subshell is −3 Σ_k ⟨x P_l P_k⟩ G^k, where G^k are the radial exchange integrals. In atomic units, G^k = ∫₀^∞ ∫₀^∞ R(r) S(r) R(r′) S(r′) (r_<^k / r_>^(k+1)) r² r′² dr dr′, where R and S are the normalised real radial functions of the electron and of the subshell, and r_< and r_> are the smaller and the larger of r and r′. For l = 1 the exchange energy equals −G⁰ − (2/5) G². A program needs G^k only for k = l−1 and k = l+1, or only for k = 1 when l = 0.

## Polynomials, averages and weights in Lean

```lean
import Mathlib

open Polynomial

namespace ClosedPShellExchange

noncomputable section
```

`legendre l` is a real polynomial, with `derivative^[l]` denoting the l-th derivative.

```lean
/-- The Legendre polynomial `P_l`, given by Rodrigues' formula. -/
def legendre (l : ℕ) : ℝ[X] :=
  C (1 / (2 ^ l * (l.factorial : ℝ))) * derivative^[l] ((X ^ 2 - 1) ^ l)
```

`angularAverage` is ⟨·⟩ as a linear map on polynomials. It is the average over the sphere of a function of x = cos θ; the proof of additivity uses the integrability of polynomials.

```lean
/-- The average over directions of a polynomial in `x = cos θ`. -/
def angularAverage : ℝ[X] →ₗ[ℝ] ℝ where
  toFun p := (1 / 2) * ∫ x in (-1 : ℝ)..1, p.eval x
  map_add' p q := by
    simp only [eval_add]
    rw [intervalIntegral.integral_add (p.continuous.intervalIntegrable _ _)
      (q.continuous.intervalIntegrable _ _)]
    ring
  map_smul' a p := by
    simp only [eval_smul, smul_eq_mul, intervalIntegral.integral_const_mul, RingHom.id_apply]
    ring
```

`exchangeWeight` is defined by the explicit integral. Its identification with a 3j symbol, the factor −3 and the radial integrals belong to the physical interpretation.

```lean
/-- The weight of multipole `k` in the exchange of an `l` electron with a closed p subshell:
half the integral of `x P_l P_k` over `[-1, 1]`. -/
def exchangeWeight (l k : ℕ) : ℝ :=
  (1 / 2) * ∫ x in (-1 : ℝ)..1, x * (legendre l).eval x * (legendre k).eval x
```

## Moving the derivatives

The boundary formula is the fundamental theorem of calculus.

```lean
/-- The angular average of a derivative is half the difference of the boundary values. -/
theorem average_derivative (p : ℝ[X]) :
    angularAverage (derivative p) = (p.eval 1 - p.eval (-1)) / 2 := by
  have h : ∫ x in (-1 : ℝ)..1, (derivative p).eval x = p.eval 1 - p.eval (-1) :=
    intervalIntegral.integral_eq_sub_of_hasDerivAt (f := fun x => p.eval x)
      (fun x _ => p.hasDerivAt x) ((derivative p).continuous.intervalIntegrable _ _)
  change (1 / 2 : ℝ) * ∫ x in (-1 : ℝ)..1, (derivative p).eval x = _
  rw [h]
  ring
```

The inner statement `factor` supplies the surviving power of w. Induction on m then moves one derivative at a time, and `linear_combination` rearranges the product rule.

```lean
/-- Up to `n` derivatives can be moved from `(x² - 1)^n` to the other factor, each with a
change of sign. -/
theorem average_by_parts (n : ℕ) : ∀ m ≤ n, ∀ q : ℝ[X],
    angularAverage (q * derivative^[m] ((X ^ 2 - 1) ^ n)) =
      (-1) ^ m * angularAverage (derivative^[m] q * (X ^ 2 - 1) ^ n) := by
  -- after m derivatives, the factor (x² - 1)^r is still present
  have factor : ∀ m r : ℕ, ∃ g : ℝ[X],
      derivative^[m] ((X ^ 2 - 1 : ℝ[X]) ^ (m + r)) = (X ^ 2 - 1) ^ r * g := by
    intro m
    induction m with
    | zero => exact fun r => ⟨1, by simp⟩
    | succ m ih =>
      intro r
      obtain ⟨g, hg⟩ := ih (r + 1)
      refine ⟨C ((r : ℝ) + 1) * derivative (X ^ 2 - 1) * g + (X ^ 2 - 1) * derivative g, ?_⟩
      rw [Function.iterate_succ_apply', show m + 1 + r = m + (r + 1) by ring, hg,
        derivative_mul, derivative_pow_succ]
      ring
  intro m
  induction m with
  | zero => intro _ q; simp
  | succ m ih =>
    intro h q
    obtain ⟨r, hr⟩ : ∃ r, n = m + (r + 1) := ⟨n - m - 1, by omega⟩
    obtain ⟨g, hg⟩ := factor m (r + 1)
    rw [← hr] at hg
    have hb := average_derivative (q * derivative^[m] ((X ^ 2 - 1) ^ n))
    have h1 : (q * derivative^[m] ((X ^ 2 - 1) ^ n)).eval 1 = 0 := by rw [hg]; simp
    have h2 : (q * derivative^[m] ((X ^ 2 - 1) ^ n)).eval (-1) = 0 := by rw [hg]; simp
    rw [h1, h2, derivative_mul, map_add, ih (by omega) (derivative q)] at hb
    rw [Function.iterate_succ_apply' _ m ((X ^ 2 - 1 : ℝ[X]) ^ n),
      Function.iterate_succ_apply _ m q]
    linear_combination hb
```

The next induction is the recurrence for ⟨w^k⟩: `e` computes the derivative of x w^(k+1), and `h1` and `h2` say that x w^(k+1) itself vanishes at 1 and −1.

```lean
/-- The angular average of `(x² - 1)^k` in closed form. -/
theorem average_weight (k : ℕ) : angularAverage ((X ^ 2 - 1) ^ k) =
    (-4) ^ k * (k.factorial : ℝ) ^ 2 / ((2 * k + 1).factorial : ℝ) := by
  induction k with
  | zero => simp [angularAverage]; try norm_num
  | succ k ih =>
    -- differentiate x (x² - 1)^(k+1), which vanishes at both ends
    have h := average_derivative (X * (X ^ 2 - 1) ^ (k + 1))
    have hd : derivative (X ^ 2 - 1 : ℝ[X]) = 2 * X := by
      rw [derivative_sub, pow_two, derivative_mul, derivative_X, derivative_one]
      ring
    have e : derivative (X * (X ^ 2 - 1 : ℝ[X]) ^ (k + 1)) =
        (2 * (k : ℝ) + 3) • (X ^ 2 - 1) ^ (k + 1) + (2 * ((k : ℝ) + 1)) • (X ^ 2 - 1) ^ k := by
      rw [derivative_mul, derivative_X, derivative_pow_succ, hd, smul_eq_C_mul, smul_eq_C_mul]
      simp only [map_add, map_mul, map_one, map_ofNat, map_natCast]
      ring
    have h1 : (X * (X ^ 2 - 1 : ℝ[X]) ^ (k + 1)).eval 1 = 0 := by simp
    have h2 : (X * (X ^ 2 - 1 : ℝ[X]) ^ (k + 1)).eval (-1) = 0 := by simp
    rw [e, h1, h2, map_add, map_smul, map_smul, ih] at h
    simp only [smul_eq_mul] at h
    have f : ((2 * (k + 1) + 1).factorial : ℝ) =
        (2 * k + 3) * (2 * (k + 1)) * ((2 * k + 1).factorial : ℝ) := by
      rw [show 2 * (k + 1) + 1 = (2 * k + 1) + 1 + 1 by ring, Nat.factorial_succ,
        Nat.factorial_succ]
      push_cast
      ring
    have hk : (2 * (k : ℝ) + 3) ≠ 0 := by positivity
    apply mul_left_cancel₀ hk
    rw [f, Nat.factorial_succ k, pow_succ (-4 : ℝ) k]
    push_cast
    rw [eq_neg_of_add_eq_zero_left (h.trans (by norm_num))]
    field_simp
    ring
```

In the overlap formula, `hD` says that D^k q is the constant k! c, and `s` combines the signs and powers.

```lean
/-- The overlap of `P_k` with a polynomial of degree at most `k` is fixed by the coefficient
of `x^k` in that polynomial. -/
theorem average_mul_legendre (q : ℝ[X]) (k : ℕ) (hq : q.natDegree ≤ k) :
    angularAverage (q * legendre k) =
      q.coeff k * (2 ^ k * (k.factorial : ℝ) ^ 2 / ((2 * k + 1).factorial : ℝ)) := by
  have hD : derivative^[k] q = C ((k.factorial : ℝ) * q.coeff k) := by
    ext m
    rw [coeff_iterate_derivative, coeff_C]
    split_ifs with h
    · subst h; simp [Nat.descFactorial_self]
    · rw [coeff_eq_zero_of_natDegree_lt (by omega), smul_zero]
  have hl : q * legendre k = (1 / (2 ^ k * (k.factorial : ℝ))) •
      (q * derivative^[k] ((X ^ 2 - 1) ^ k)) := by
    rw [legendre, smul_eq_C_mul]; ring
  have s : (-1 : ℝ) ^ k * (-4) ^ k = 2 ^ k * 2 ^ k := by
    rw [← mul_pow, ← mul_pow]; norm_num
  rw [hl, map_smul, average_by_parts k k le_rfl q, hD, ← smul_eq_C_mul, map_smul,
    average_weight]
  simp only [smul_eq_mul]
  calc _ = ((-1 : ℝ) ^ k * (-4) ^ k) * (1 / (2 ^ k * (k.factorial : ℝ)) *
        (k.factorial * q.coeff k * ((k.factorial : ℝ) ^ 2 / ((2 * k + 1).factorial : ℝ)))) := by
        ring
    _ = _ := by rw [s]; field_simp
```

## Degree, parity and symmetry

The degree bound and leading coefficient come from the top term of w^l.

```lean
/-- `P_l` has degree at most `l`, and its coefficient of `x^l` is `(2l)! / (2^l l!²)`. -/
theorem legendre_leading (l : ℕ) : (legendre l).natDegree ≤ l ∧
    (legendre l).coeff l = ((2 * l).factorial : ℝ) / (2 ^ l * (l.factorial : ℝ) ^ 2) := by
  have hw : (X ^ 2 - 1 : ℝ[X]).natDegree ≤ 2 := by compute_degree
  constructor
  · refine (natDegree_C_mul_le _ _).trans ((natDegree_iterate_derivative _ _).trans ?_)
    have h := natDegree_pow_le_of_le l hw
    omega
  · have hc : ((X ^ 2 - 1 : ℝ[X]) ^ l).coeff (l + l) = 1 := by
      rw [show l + l = l * 2 by ring, coeff_pow_of_natDegree_le hw]
      simp [coeff_one]
    have hf := Nat.factorial_mul_descFactorial (show l ≤ l + l by omega)
    rw [Nat.add_sub_cancel] at hf
    have hf' : (l.factorial : ℝ) * ((l + l).descFactorial l : ℝ) = ((2 * l).factorial : ℝ) := by
      rw [two_mul]; exact_mod_cast hf
    rw [legendre, coeff_C_mul, coeff_iterate_derivative, hc, ← hf', nsmul_eq_mul]
    field_simp
```

For the diagonal case, `hc` tracks parity through each derivative, and the substitution x → −x shows that the integral equals its own negative.

```lean
/-- The angular average of `x P_l²` vanishes. -/
theorem average_diagonal (l : ℕ) : angularAverage (X * legendre l * legendre l) = 0 := by
  -- each derivative of the even function (x² - 1)^l flips the parity
  have hc : ∀ m : ℕ, (derivative^[m] ((X ^ 2 - 1 : ℝ[X]) ^ l)).comp (-X) =
      C ((-1) ^ m) * derivative^[m] ((X ^ 2 - 1) ^ l) := by
    intro m
    induction m with
    | zero => simp
    | succ m ih =>
      have h := congrArg (fun p : ℝ[X] => derivative p) ih
      simp only [derivative_comp, derivative_C_mul, derivative_neg, derivative_X] at h
      rw [Function.iterate_succ_apply', pow_succ (-1 : ℝ) m, C_mul, C_neg, C_1]
      linear_combination -h
  have hP : ∀ x : ℝ, (legendre l).eval (-x) = (-1) ^ l * (legendre l).eval x := by
    intro x
    have h := congrArg (eval x) (hc l)
    rw [eval_comp, eval_neg, eval_X, eval_mul, eval_C] at h
    rw [legendre, eval_mul, eval_mul, eval_C, eval_C, h]
    ring
  have s : (-1 : ℝ) ^ l * (-1) ^ l = 1 := by rw [← mul_pow]; simp
  have hp : ∀ x : ℝ, (X * legendre l * legendre l).eval (-x) =
      -(X * legendre l * legendre l).eval x := by
    intro x
    simp only [eval_mul, eval_X, hP]
    linear_combination (-x * (legendre l).eval x ^ 2) * s
  have hi := intervalIntegral.integral_comp_neg (a := (-1 : ℝ)) (b := 1)
    (fun x : ℝ => (X * legendre l * legendre l).eval x)
  simp only [hp, intervalIntegral.integral_neg, neg_neg] at hi
  change (1 / 2 : ℝ) * ∫ x in (-1 : ℝ)..1, (X * legendre l * legendre l).eval x = 0
  linarith
```

For k > l, the overlap formula is applied to x P_l.

```lean
/-- The angular average of `x P_l P_k` for `k > l`: only `k = l + 1` survives. -/
theorem average_upper (l k : ℕ) (h : l < k) : angularAverage (X * legendre l * legendre k) =
    if k = l + 1 then ((l : ℝ) + 1) / ((2 * l + 1) * (2 * l + 3)) else 0 := by
  have hd : (X * legendre l).natDegree ≤ l + 1 := by
    have h1 := natDegree_mul_le (p := (X : ℝ[X])) (q := legendre l)
    rw [natDegree_X] at h1
    have h2 := (legendre_leading l).1
    omega
  rw [average_mul_legendre _ k (by omega)]
  split_ifs with hk
  · subst hk
    have f : ((2 * (l + 1) + 1).factorial : ℝ) =
        (2 * l + 3) * (2 * (l + 1)) * (2 * l + 1) * ((2 * l).factorial : ℝ) := by
      rw [show 2 * (l + 1) + 1 = 2 * l + 1 + 1 + 1 by ring, Nat.factorial_succ,
        Nat.factorial_succ, Nat.factorial_succ]
      push_cast
      ring
    rw [coeff_X_mul, (legendre_leading l).2, f, Nat.factorial_succ l, pow_succ (2 : ℝ) l]
    push_cast
    field_simp
  · rw [coeff_eq_zero_of_natDegree_lt (by omega), zero_mul]
```

The main theorem splits into l < k, l = k and l > k, using symmetry for the last. The lower case is written `l = k + 1`, which avoids natural-number subtraction and cannot occur for l = 0.

```lean
/-- The exchange weights with a closed p subshell, for all `l` and `k`. -/
theorem exchangeWeight_eq (l k : ℕ) : exchangeWeight l k =
    if k = l + 1 then ((l : ℝ) + 1) / ((2 * l + 1) * (2 * l + 3))
    else if l = k + 1 then (l : ℝ) / ((2 * l - 1) * (2 * l + 1)) else 0 := by
  have h0 : exchangeWeight l k = angularAverage (X * legendre l * legendre k) := by
    change _ = (1 / 2 : ℝ) * ∫ x in (-1 : ℝ)..1, (X * legendre l * legendre k).eval x
    simp only [exchangeWeight, eval_mul, eval_X]
  rw [h0]
  rcases lt_trichotomy l k with h | h | h
  · rw [average_upper l k h, if_neg (show ¬ l = k + 1 by omega)]
  · subst h
    rw [average_diagonal, if_neg (show ¬ l = l + 1 by omega), if_neg (show ¬ l = l + 1 by omega)]
  · -- the weight is symmetric in l and k
    rw [show X * legendre l * legendre k = X * legendre k * legendre l by ring,
      average_upper k l h, if_neg (show ¬ k = l + 1 by omega)]
    split_ifs with h2
    · subst h2
      push_cast
      congr 1
      ring
    · rfl
```

## Selection rule and multipole sum

The weight is nonzero exactly when l and k differ by one, since both fractions are then positive.

```lean
/-- Selection rule: the weight is nonzero exactly when `k` and `l` differ by one. -/
theorem exchangeWeight_ne_zero_iff (l k : ℕ) :
    exchangeWeight l k ≠ 0 ↔ k = l + 1 ∨ l = k + 1 := by
  rw [exchangeWeight_eq]
  split_ifs with h1 h2
  · exact ⟨fun _ => Or.inl h1, fun _ => by positivity⟩
  · refine ⟨fun _ => Or.inr h2, fun _ => ?_⟩
    subst h2
    push_cast
    rw [show 2 * ((k : ℝ) + 1) - 1 = 2 * k + 1 by ring]
    positivity
  · simp [h1, h2]
```

The sum is stated for angular momentum `l + 1`, so both neighbours exist. It runs over k = 0, …, N−1, with `hN` ensuring that both are included. The values `G k` are arbitrary real numbers; the proof discards the zero terms and evaluates the remaining pair.

```lean
/-- For an electron of angular momentum `l + 1`, the multipole sum with arbitrary radial
integrals `G k` reduces to the terms `k = l + 2` and `k = l`. -/
theorem exchange_sum (l N : ℕ) (hN : l + 2 < N) (G : ℕ → ℝ) :
    ∑ k ∈ Finset.range N, exchangeWeight (l + 1) k * G k =
      ((l : ℝ) + 2) / ((2 * l + 3) * (2 * l + 5)) * G (l + 2) +
      ((l : ℝ) + 1) / ((2 * l + 1) * (2 * l + 3)) * G l := by
  have hz : ∀ k ∈ Finset.range N, k ∉ ({l + 2, l} : Finset ℕ) →
      exchangeWeight (l + 1) k * G k = 0 := by
    intro k _ hk
    simp only [Finset.mem_insert, Finset.mem_singleton, not_or] at hk
    rw [exchangeWeight_eq, if_neg (show ¬ k = l + 1 + 1 by omega),
      if_neg (show ¬ l + 1 = k + 1 by omega), zero_mul]
  have hs : ({l + 2, l} : Finset ℕ) ⊆ Finset.range N := by
    intro k hk
    simp only [Finset.mem_insert, Finset.mem_singleton] at hk
    exact Finset.mem_range.2 (by omega)
  rw [← Finset.sum_subset hs hz, Finset.sum_pair (by omega), exchangeWeight_eq,
    exchangeWeight_eq, if_pos (show l + 2 = l + 1 + 1 by omega),
    if_neg (show ¬ l = l + 1 + 1 by omega), if_pos (show l + 1 = l + 1 from rfl)]
  push_cast
  ring

end

end ClosedPShellExchange
```

```lean
#print axioms ClosedPShellExchange.exchangeWeight_eq
-- 'ClosedPShellExchange.exchangeWeight_eq' depends on axioms: [propext, Classical.choice, Quot.sound]
#print axioms ClosedPShellExchange.exchangeWeight_ne_zero_iff
-- 'ClosedPShellExchange.exchangeWeight_ne_zero_iff' depends on axioms: [propext, Classical.choice, Quot.sound]
#print axioms ClosedPShellExchange.exchange_sum
-- 'ClosedPShellExchange.exchange_sum' depends on axioms: [propext, Classical.choice, Quot.sound]
```
